# The Coleman–Weinberg potential with a positive logarithmic coefficient: vacuum field, depth and curvature

A scan of an effective potential on a fixed grid can report an unbroken symmetry where the symmetry is broken. Take a massless charged scalar coupled to photons. Its one-loop potential has a quartic term with coefficient $A$ and a logarithmic term with coefficient $B>0$. If $A/B=20$, a grid from $M/100$ to $10M$, with $M$ the renormalization scale, shows a function that only rises. The minimum lies at about $3.5\times10^{-5}M$, below the grid. A descent started near zero field fares no better, because the slope there is so small that a gradient tolerance may stop it at once. The closed formula for the minimum removes both problems.

## Vacuum field, depth and curvature in closed form

Write the complex scalar field as $(\phi_1+i\phi_2)/\sqrt2$ and let $f=\sqrt{\phi_1^2+\phi_2^2}\ge0$, often written $\phi_c$ in textbooks. The potential is

$$V(f)=A f^4+B f^4\ln\frac{f^2}{M^2},\qquad V(0)=0 .$$

For $B>0$ and $M>0$, its only critical point on $f>0$ is

$$v=M\exp\!\left(-\frac{A}{2B}-\frac14\right),$$

and $v$ is the strict global minimum on $f\ge0$, with

$$V(v)=-\tfrac12 Bv^4,\qquad V''(v)=8Bv^2 .$$

In scalar electrodynamics with charge $e\neq0$, the photon loop gives $B=3e^4/(64\pi^2)$. The factor 3 counts the polarisation states of a photon that has squared mass $e^2f^2$ in the background field. The ratio of squared scalar mass to squared photon mass in the vacuum is then

$$\frac{V''(v)}{e^2v^2}=\frac{3e^2}{8\pi^2}.$$

## Using the vacuum field as an input parameter

For this one-field, zero-temperature, one-loop potential, a code can take $(B,v)$ as input in place of $(A,B,M)$. The minimum is then known before any search starts, and the grid can be laid out in units of $v$. A code that adds thermal or further loop terms can start its search at $v$. It should then compare the potential at the point found with its value at $f=0$, because thermal terms can restore the symmetry. A gradient search started at $f=0$ itself is no test, since the slope vanishes there by symmetry. It can also compare its minimiser with the depth and curvature above when those terms are switched off.

The point $f=0$ needs its own branch in floating-point arithmetic, since the product of zero and $\ln 0=-\infty$ evaluates to NaN. The correct value is the limit, zero.

## From two parameters to one scale

The definition of $v$ gives $\ln(v^2/M^2)=-A/B-1/2$, so

$$A=-\frac B2-B\ln\frac{v^2}{M^2}.$$

Insert this into $V$ and combine the logarithms:

$$V(f)=-\frac B2f^4+B f^4\ln\frac{f^2}{v^2}.$$

The parameters $A$ and $M$ now appear only through $v$. Since $\ln(f^2/v^2)$ has derivative $2/f$, the slope for $f>0$ is

$$V'(f)=-2Bf^3+4Bf^3\ln\frac{f^2}{v^2}+2Bf^3=4Bf^3\ln\frac{f^2}{v^2}.$$

As $B$ and $f$ are nonzero, the slope vanishes only if the logarithm does, which means $f^2=v^2$ and hence $f=v$. A second derivative gives

$$V''(f)=12Bf^2\ln\frac{f^2}{v^2}+8Bf^2,$$

so $V''(v)=8Bv^2$. Setting $f=v$ in the potential itself gives $V(v)=-Bv^4/2$.

For the global minimum, take $f>0$ with $f\ne v$ and put $y=(v/f)^4$. Then $\ln y=-2\ln(f^2/v^2)$ and

$$V(f)-V(v)=\frac{Bf^4}{2}\left(y-1-\ln y\right)>0,$$

because $\ln y<y-1$ for every positive $y\neq1$. At $f=0$ the difference is $Bv^4/2>0$.

The mass ratio follows by substitution: $8B/e^2=24e^4/(64\pi^2e^2)=3e^2/(8\pi^2)$.

In the usual parametrization, the quartic coupling $\lambda$ is the fourth derivative of $V$ at $f=M$. This gives $A=\lambda/24-25B/6$. The vacuum sits at the renormalization scale, $v=M$, exactly when the exponent vanishes, that is, when $A=-B/2$. Then $\lambda/24=25B/6-B/2=11B/3$, so

$$\lambda=88B=\frac{33e^4}{8\pi^2}.$$

## The potential and its minimum in Lean

The function `potential A B M f` is $V(f)$, with all arguments real. The name `vev` stands for the vacuum expectation value. It is defined by the exponential formula for $v$, and the theorems then show that this number is the minimum. `loopCoeff e` is $3e^4/(64\pi^2)$, and `lam` is $\lambda$.

The main theorem, `coleman_weinberg`, assumes `0 < B` and `0 < M` and has five parts:

- `vev A B M` is positive.
- For every $f>0$, the derivative of the potential is zero if and only if $f=v$.
- For every $f\ge0$ other than $v$, $V(v)<V(f)$.
- The depth is $V(v)=-Bv^4/2$.
- The slope function `deriv (potential A B M)` is differentiable at $v$, with derivative $8Bv^2$. This is the meaning of `HasDerivAt` there.

The theorem `mass_ratio` assumes `e ≠ 0` and `0 < M`. It states that $e^2v^2$ is positive and that the quotient of $V''(v)$ by it is $3e^2/(8\pi^2)$, for every real $A$. Under the same assumptions, `vev_eq_scale_iff` states the equivalence between $v=M$ and $\lambda=33e^4/(8\pi^2)$.

```lean
import Mathlib

noncomputable section

namespace ColemanWeinberg

/-- The one-loop effective potential `V(f) = A f⁴ + B f⁴ ln(f²/M²)` with scale `M ≠ 0`;
at `f = 0` it takes its limiting value zero. -/
def potential (A B M f : ℝ) : ℝ :=
  A * f ^ 4 + B * f ^ 4 * Real.log (f ^ 2 / M ^ 2)

/-- The field value `v = M exp(-A/(2B) - 1/4)`, for `B ≠ 0`. -/
def vev (A B M : ℝ) : ℝ := M * Real.exp (-A / (2 * B) - 1 / 4)

/-- The coefficient `B = 3e⁴/(64π²)` of the logarithm for charge `e`. -/
def loopCoeff (e : ℝ) : ℝ := 3 * e ^ 4 / (64 * Real.pi ^ 2)

/-- Dimensional transmutation: for `B ≠ 0` and `M > 0` the potential is
`-B f⁴/2 + B f⁴ ln(f²/v²)`, so that `A` and `M` enter only through `v`. -/
theorem dimensional_transmutation {A B M : ℝ} (hB : B ≠ 0) (hM : 0 < M) :
    potential A B M = potential (-B / 2) B (vev A B M) := by
  have hv : 0 < vev A B M := mul_pos hM (Real.exp_pos _)
  have hlog : Real.log (vev A B M) = Real.log M + (-A / (2 * B) - 1 / 4) := by
    rw [vev, Real.log_mul hM.ne' (Real.exp_pos _).ne', Real.log_exp]
  have h : B * (-A / (2 * B)) = -A / 2 := by field_simp
  funext f
  by_cases hf : f = 0
  · simp [potential, hf]
  · unfold potential
    rw [Real.log_div (pow_ne_zero 2 hf) (pow_ne_zero 2 hM.ne'),
      Real.log_div (pow_ne_zero 2 hf) (pow_ne_zero 2 hv.ne'),
      Real.log_pow, Real.log_pow, Real.log_pow, hlog]
    push_cast
    linear_combination 2 * f ^ 4 * h

/-- The logarithm `ln(f²/M²)` has slope `2/f` at nonzero field, for `M ≠ 0`. -/
theorem hasDerivAt_log_ratio {M f : ℝ} (hf : f ≠ 0) (hM : M ≠ 0) :
    HasDerivAt (fun x : ℝ => Real.log (x ^ 2 / M ^ 2)) (2 / f) f := by
  have h2 : HasDerivAt (fun x : ℝ => x ^ 2) (2 * f) f := by
    simpa using hasDerivAt_pow 2 f
  have hne : f ^ 2 / M ^ 2 ≠ 0 := div_ne_zero (pow_ne_zero 2 hf) (pow_ne_zero 2 hM)
  refine ((h2.div_const (M ^ 2)).log hne).congr_deriv ?_
  field_simp

/-- At nonzero field and for `M ≠ 0`, the slope of the potential is
`V'(f) = f³ (4A + 2B + 4B ln(f²/M²))`. -/
theorem hasDerivAt_potential (A B : ℝ) {M f : ℝ} (hf : f ≠ 0) (hM : M ≠ 0) :
    HasDerivAt (potential A B M)
      (f ^ 3 * (4 * A + 2 * B + 4 * B * Real.log (f ^ 2 / M ^ 2))) f := by
  have h4 : HasDerivAt (fun x : ℝ => x ^ 4) (4 * f ^ 3) f := by
    simpa using hasDerivAt_pow 4 f
  have h := (h4.const_mul A).fun_add
    ((h4.const_mul B).fun_mul (hasDerivAt_log_ratio hf hM))
  refine HasDerivAt.congr_deriv h ?_
  have hc : f ^ 4 * (2 / f) = 2 * f ^ 3 := by field_simp
  linear_combination B * hc

/-- For `B ≠ 0` and `M > 0`, the only positive field at which the slope of the potential
vanishes is `v`. -/
theorem critical_iff {A B M f : ℝ} (hB : B ≠ 0) (hM : 0 < M) (hf : 0 < f) :
    deriv (potential A B M) f = 0 ↔ f = vev A B M := by
  have hv : 0 < vev A B M := mul_pos hM (Real.exp_pos _)
  rw [dimensional_transmutation hB hM, (hasDerivAt_potential _ _ hf.ne' hv.ne').deriv]
  generalize vev A B M = v at hv ⊢
  constructor
  · intro h
    have h1 := (mul_eq_zero.1 h).resolve_left (pow_ne_zero 3 hf.ne')
    have h2 : 4 * B * Real.log (f ^ 2 / v ^ 2) = 0 := by linarith
    have h3 := (mul_eq_zero.1 h2).resolve_left (mul_ne_zero four_ne_zero hB)
    -- a vanishing logarithm means `f² = v²`
    have h4 := Real.eq_one_of_pos_of_log_eq_zero (by positivity) h3
    rw [div_eq_iff (pow_ne_zero 2 hv.ne'), one_mul] at h4
    exact (sq_eq_sq₀ hf.le hv.le).1 h4
  · intro h
    rw [h, div_self (pow_ne_zero 2 hv.ne'), Real.log_one]
    ring

/-- For `B ≠ 0` and `M > 0`, the potential at `v` is `V(v) = -B v⁴/2`. -/
theorem potential_vev {A B M : ℝ} (hB : B ≠ 0) (hM : 0 < M) :
    potential A B M (vev A B M) = -B * vev A B M ^ 4 / 2 := by
  have hv : 0 < vev A B M := mul_pos hM (Real.exp_pos _)
  rw [dimensional_transmutation hB hM, potential, div_self (pow_ne_zero 2 hv.ne'),
    Real.log_one]
  ring

/-- For `B ≠ 0` and `M > 0`, the curvature of the potential at `v` is `V''(v) = 8 B v²`. -/
theorem curvature_vev {A B M : ℝ} (hB : B ≠ 0) (hM : 0 < M) :
    HasDerivAt (deriv (potential A B M)) (8 * B * vev A B M ^ 2) (vev A B M) := by
  have hv : 0 < vev A B M := mul_pos hM (Real.exp_pos _)
  rw [dimensional_transmutation hB hM]
  generalize vev A B M = v at hv ⊢
  have h3 : HasDerivAt (fun x : ℝ => x ^ 3) (3 * v ^ 2) v := by
    simpa using hasDerivAt_pow 3 v
  have h := h3.fun_mul (((hasDerivAt_log_ratio hv.ne' hv.ne').const_mul (4 * B)).const_add
    (4 * (-B / 2) + 2 * B))
  -- the slope formula holds in a whole neighbourhood of `v`
  have hev : deriv (potential (-B / 2) B v) =ᶠ[nhds v]
      fun x => x ^ 3 * (4 * (-B / 2) + 2 * B + 4 * B * Real.log (x ^ 2 / v ^ 2)) := by
    filter_upwards [eventually_ne_nhds hv.ne'] with x hx
    exact (hasDerivAt_potential _ _ hx hv.ne').deriv
  refine (h.congr_of_eventuallyEq hev).congr_deriv ?_
  rw [div_self (pow_ne_zero 2 hv.ne'), Real.log_one]
  have hc : v ^ 3 * (2 / v) = 2 * v ^ 2 := by field_simp
  linear_combination 4 * B * hc

/-- For `B > 0` and `M > 0`, the potential at `v` lies strictly below its value at every
other field `f ≥ 0`, the symmetric point `f = 0` included. -/
theorem potential_vev_lt {A B M f : ℝ} (hB : 0 < B) (hM : 0 < M) (hf : 0 ≤ f)
    (hne : f ≠ vev A B M) : potential A B M (vev A B M) < potential A B M f := by
  have hv : 0 < vev A B M := mul_pos hM (Real.exp_pos _)
  rw [potential_vev hB.ne' hM, dimensional_transmutation hB.ne' hM, potential]
  generalize vev A B M = v at hv hne ⊢
  rcases hf.eq_or_lt with h0 | hpos
  · have hp : 0 < B * v ^ 4 := by positivity
    rw [← h0]
    norm_num
    linarith
  · have hy : (v / f) ^ 4 ≠ 1 := by
      intro h
      have h1 := (pow_eq_one_iff_of_nonneg (div_pos hv hpos).le four_ne_zero).1 h
      rw [div_eq_iff hpos.ne', one_mul] at h1
      exact hne h1.symm
    -- the strict inequality `ln y < y - 1` at `y = (v/f)⁴`
    have hlt := Real.log_lt_sub_one_of_pos (by positivity) hy
    rw [Real.log_pow, Real.log_div hv.ne' hpos.ne'] at hlt
    push_cast at hlt
    have hmul := mul_lt_mul_of_pos_right hlt (pow_pos hpos 4)
    have hc : (v / f) ^ 4 * f ^ 4 = v ^ 4 := by field_simp
    rw [sub_mul, hc] at hmul
    rw [Real.log_div (pow_ne_zero 2 hpos.ne') (pow_ne_zero 2 hv.ne'),
      Real.log_pow, Real.log_pow]
    push_cast
    have hB2 := mul_lt_mul_of_pos_left hmul hB
    linarith

/-- Coleman-Weinberg symmetry breaking: for `B > 0` and `M > 0`, the field `v` is positive,
is the only critical point on `f > 0` and the strict global minimum on `f ≥ 0`, with
`V(v) = -B v⁴/2` and `V''(v) = 8 B v²`. -/
theorem coleman_weinberg {A B M : ℝ} (hB : 0 < B) (hM : 0 < M) :
    0 < vev A B M ∧
    (∀ f, 0 < f → (deriv (potential A B M) f = 0 ↔ f = vev A B M)) ∧
    (∀ f, 0 ≤ f → f ≠ vev A B M → potential A B M (vev A B M) < potential A B M f) ∧
    potential A B M (vev A B M) = -B * vev A B M ^ 4 / 2 ∧
    HasDerivAt (deriv (potential A B M)) (8 * B * vev A B M ^ 2) (vev A B M) :=
  ⟨mul_pos hM (Real.exp_pos _), fun _ hf => critical_iff hB.ne' hM hf,
    fun _ hf hne => potential_vev_lt hB hM hf hne, potential_vev hB.ne' hM,
    curvature_vev hB.ne' hM⟩

/-- For charge `e ≠ 0`, `M > 0` and `B = 3e⁴/(64π²)`, the squared photon mass `e²v²` is
positive and the squared scalar mass `V''(v)` is `3e²/(8π²)` times as large. -/
theorem mass_ratio (A : ℝ) {e M : ℝ} (he : e ≠ 0) (hM : 0 < M) :
    0 < e ^ 2 * vev A (loopCoeff e) M ^ 2 ∧
    deriv (deriv (potential A (loopCoeff e) M)) (vev A (loopCoeff e) M) /
      (e ^ 2 * vev A (loopCoeff e) M ^ 2) = 3 * e ^ 2 / (8 * Real.pi ^ 2) := by
  have hB : 0 < loopCoeff e := by unfold loopCoeff; positivity
  have hv : 0 < vev A (loopCoeff e) M := mul_pos hM (Real.exp_pos _)
  rw [(curvature_vev hB.ne' hM).deriv]
  generalize vev A (loopCoeff e) M = v at hv ⊢
  have hpos : 0 < e ^ 2 * v ^ 2 := by positivity
  refine ⟨hpos, ?_⟩
  rw [div_eq_iff hpos.ne', loopCoeff]
  ring

/-- With `A = λ/24 - 25B/6`, `B = 3e⁴/(64π²)`, `e ≠ 0` and `M > 0`, the field `v` equals
the scale `M` exactly when `λ = 33e⁴/(8π²)`. -/
theorem vev_eq_scale_iff (lam : ℝ) {e M : ℝ} (he : e ≠ 0) (hM : 0 < M) :
    vev (lam / 24 - 25 * loopCoeff e / 6) (loopCoeff e) M = M ↔
      lam = 33 * e ^ 4 / (8 * Real.pi ^ 2) := by
  have hB : 0 < loopCoeff e := by unfold loopCoeff; positivity
  have h88 : 33 * e ^ 4 / (8 * Real.pi ^ 2) = 88 * loopCoeff e := by
    unfold loopCoeff; ring
  rw [h88, vev]
  generalize loopCoeff e = B at hB ⊢
  -- the exponent is proportional to `88 B - λ`
  have ht : -(lam / 24 - 25 * B / 6) / (2 * B) - 1 / 4 = (88 * B - lam) / (48 * B) := by
    rw [eq_div_iff (by positivity)]
    have hc : B * B⁻¹ = 1 := mul_inv_cancel₀ hB.ne'
    have hd : -(lam / 24 - 25 * B / 6) / (2 * B) * (48 * B)
        = -(lam / 24 - 25 * B / 6) * 24 * (B * B⁻¹) := by
      rw [div_eq_mul_inv, mul_inv]
      ring
    rw [sub_mul, hd, hc]
    ring
  rw [ht]
  constructor
  · intro h
    have h1 : Real.exp ((88 * B - lam) / (48 * B)) = 1 :=
      mul_left_cancel₀ hM.ne' (by rw [mul_one]; exact h)
    have h2 := (Real.exp_eq_one_iff _).1 h1
    rw [div_eq_iff (by positivity), zero_mul] at h2
    linarith
  · intro h
    rw [h, sub_self, zero_div, Real.exp_zero, mul_one]

end ColemanWeinberg
```

```lean
#print axioms ColemanWeinberg.coleman_weinberg
#print axioms ColemanWeinberg.mass_ratio
#print axioms ColemanWeinberg.vev_eq_scale_iff
```

```
'ColemanWeinberg.coleman_weinberg' depends on axioms: [propext, Classical.choice, Quot.sound]
'ColemanWeinberg.mass_ratio' depends on axioms: [propext, Classical.choice, Quot.sound]
'ColemanWeinberg.vev_eq_scale_iff' depends on axioms: [propext, Classical.choice, Quot.sound]
```

The lemma `dimensional_transmutation` is the rewriting of $V$ in terms of $v$. It is an equality of functions on all real fields. The case $f=0$ is settled by simplification. Elsewhere the logarithms are expanded, and `linear_combination` checks the remaining algebra.

The slope comes from `hasDerivAt_log_ratio`, which supplies the $2/f$, and from `hasDerivAt_potential`, which applies the product rule for general $A$ and $B$. In `critical_iff` the potential is first put into its transmuted form, where the terms without a logarithm cancel. The proof then removes the nonzero factors $f^3$ and $4B$ and concludes $f=v$ from the vanishing logarithm. The step `generalize vev A B M = v` replaces the exponential formula by a plain positive number, since nothing more about it is needed.

`potential_vev` evaluates the transmuted form at $v$. `curvature_vev` differentiates the slope. Since a derivative at $v$ depends on values near $v$, the proof first shows that the slope formula holds in a neighbourhood of that point, which is true because $v\ne0$.

`potential_vev_lt` treats $f=0$ and $f>0$ separately. In the second case it applies `Real.log_lt_sub_one_of_pos` at $y=(v/f)^4$ and multiplies by $f^4$ and $B$, as in the derivation above. The main theorem collects these results. `mass_ratio` inserts the value of $B$ into the curvature, and `vev_eq_scale_iff` rewrites the exponent as $(88B-\lambda)/(48B)$, which is zero exactly when $\lambda=88B$.

## The sign of B and the one-loop input

For $M>0$, the critical-point, depth and curvature lemmas need only $B\neq0$, but that condition is too weak for a minimum. Take $M=1$, $A=1/2$ and $B=-1$. Then $v=1$ and

$$V(f)=\tfrac12f^4-f^4\ln f^2 .$$

The point $f=1$ is still the only positive critical point, but $V(1)=1/2$ lies above $V(0)=0$, and $V''(1)=-8$. It is a maximum, and the potential falls without bound at large field. A code that computes $v$ from the formula should therefore check the sign of $B$ before it calls the result a vacuum.

The theorems start from the potential as given. The step from them to scalar electrodynamics is the loop calculation, which has to supply this form of $V$ and this value of $B$. It neglects higher loops, which requires both $e^2$ and $e^2|\ln(v^2/M^2)|$ to be small near the vacuum, and it drops the scalar-loop term of order $\lambda^2$ on the assumption that $\lambda$ is of order $e^4$. Likewise, `vev_eq_scale_iff` takes the relation between $A$ and $\lambda$ as its starting point and does not derive it from the renormalization condition.

The squared scalar mass in `mass_ratio` is the curvature of the potential, which is a zero-momentum quantity. A code that reports the pole mass must add the momentum dependence of the self-energy.

The results hold for real numbers and say nothing about rounding. When $A/B$ is large in magnitude, the exponential can underflow or overflow, and it is safer to store $\ln(v/M)$ than $v$.
